# The occupation-based dynamic correlation index is zero exactly when every spin-orbital is empty, half filled or full

## Why does a half-filled spin-orbital add nothing to the dynamic index?

Take one spin-orbital with occupation \(n=1/2\). I split its correlation into two terms, one called dynamic and one called nondynamic:

\[
d(n)=\tfrac14\left(\sqrt{n(1-n)}-2n(1-n)\right),\qquad p(n)=\tfrac12\,n(1-n).
\]

At \(n=1/2\) I get \(d=0\) and \(p=1/8\). In singlet H\(_2\) pulled apart to infinity, the two bonding and two antibonding spin-orbitals all have occupation \(1/2\), so summing \(d\) gives zero, just as for a single determinant. Yet the largest squared overlap of this singlet state with a single determinant is only \(1/2\), the lowest value possible for two electrons in two spatial orbitals. Is the zero an accident of the formula? Could \(d\) even turn negative somewhere, since it is a difference? And does a barely occupied orbital really count as dynamic?

## At half filling the whole fluctuation is counted as nondynamic

For one spin-orbital, everything depends on a single number, the fluctuation

\[
s=\sqrt{n(1-n)} .
\]

It is the standard deviation of the occupation number: a measurement gives 0 or 1, so the mean of the square is \(n\) and the variance is \(n-n^2\). The two terms always add up to \(s/4\), and the question is how that total is divided. At \(n=1/2\) we have \(s=1/2\), and the nondynamic term \(s^2/2=1/8\) takes all of it. The zero is therefore built into the division. The difference never turns negative for \(0\le n\le1\), and a barely occupied orbital does count as mostly dynamic.

**Sign and zeros.** Since \(s^2=n(1-n)\),

\[
d=\frac{s-2s^2}{4}=\frac{s(1-2s)}{4}.
\]

The identity \(\tfrac14-n(1-n)=(n-\tfrac12)^2\ge0\) gives \(s\le\tfrac12\), with equality only at \(n=\tfrac12\). Both factors of \(d\) are then nonnegative, so \(d\ge0\). The product vanishes when \(s=0\), which means \(n(1-n)=0\) and hence \(n=0\) or \(n=1\), or when \(s=\tfrac12\), which means \(n=\tfrac12\). The index of a set of spin-orbitals with occupations \(n_i\) is \(\sum_i d(n_i)\). A sum of nonnegative terms is nonnegative and vanishes only if each term does, so the index is zero exactly when every \(n_i\) is 0, 1/2 or 1.

**The ratio.** For \(0<n<1\) and \(n\neq\tfrac12\) we have \(0<s<\tfrac12\), and

\[
\frac{p}{d}=\frac{s^2/2}{s(1-2s)/4}=\frac{2s}{1-2s}.
\]

As \(n\to0^+\), \(s\to0\) and the ratio tends to 0. As \(n\to\tfrac12\) from either side, the numerator tends to 1 while the denominator tends to 0 through positive values, so the ratio grows without bound.

**Maximum and crossover.** Completing the square gives

\[
\frac1{32}-d=\frac{(1-4s)^2}{32}\ge0,
\]

so \(d\le 1/32\), with equality exactly at \(s=\tfrac14\), that is, \(n(1-n)=\tfrac1{16}\). Also

\[
d-p=\frac{s(1-4s)}{4},
\]

so for a fractional occupation the dynamic term is the larger one exactly when \(s<\tfrac14\). The dynamic term thus peaks where the two are equal. In terms of \(n\), this happens at \(n=\tfrac12\pm\tfrac{\sqrt3}{4}\), or about 0.067 and 0.933.

### Stretching a minimal-basis H\(_2\)

Write the normalised ground state as \(c_g|\sigma_g\bar\sigma_g\rangle+c_u|\sigma_u\bar\sigma_u\rangle\), where the bar marks spin down. The occupations are \(c_g^2\) for both bonding spin-orbitals and \(c_u^2\) for both antibonding ones. Because \(c_g^2+c_u^2=1\), all four have the same \(s\), and each index is four times one term.

| \(c_u^2\) | \(s\) | dynamic index \(4d\) | nondynamic index \(4p\) | ratio |
|---|---|---|---|---|
| 0.02 | 0.14 | 0.1008 | 0.0392 | 0.389 |
| 0.10 | 0.30 | 0.1200 | 0.1800 | 1.5 |
| 0.50 | 0.50 | 0 | 0.5 | undefined |

For the first row, \(n(1-n)=0.02\times0.98=0.0196\), so \(s=0.14\), \(d=0.14\times0.72/4=0.0252\) and \(p=0.0098\). As the bond stretches and \(c_u^2\) grows towards one half, the dynamic index first rises and then falls back to zero, while the nondynamic index keeps growing.

### Where the occupations come from in a calculation

A correlated calculation supplies a one-particle density matrix. Diagonalising its spin-up and spin-down blocks gives the natural spin-orbital occupations \(n_i\), which go into the sums. Density matrices from perturbation or coupled-cluster theory can give values slightly below 0 or above 1; then \(n(1-n)\) is negative, \(s\) is not real, and the results here do not apply. For a singlet the two blocks are equal, so a program that prints spin-summed occupations between 0 and 2 gives each \(n_i\) as half the printed value, and each value enters twice. In a CASSCF calculation the inactive orbitals have \(n_i=1\) and the virtual ones \(n_i=0\). They add nothing, and the index reflects only the active space.

A zero dynamic index does not separate a single determinant from fully stretched H\(_2\), so the nondynamic index has to be read beside it. Both indices are built from occupations alone, and neither is a correlation energy.

### What the Lean statements say

The occupations are a function `n : ι → ℝ` on a finite type `ι` that labels the spin-orbitals. The hypothesis `hn` puts each `n i` between 0 and 1, as the Pauli principle requires of spin-orbital occupations. In the code, \(s\) is `fluct n`, \(d\) is `dynamicTerm n` and \(p\) is `nondynamicTerm n`. The prefactor \(\tfrac14\) sits inside each term, so `dynamicIndex` is a plain sum.

- `dynamicIndex_nonneg_and_eq_zero_iff` is the result for the whole set: the index is nonnegative, and it is zero if and only if every `n i` is 0, 1/2 or 1. With no spin-orbitals at all, the sum is zero and the condition holds trivially.
- `ratio_tendsto_zero` and `ratio_tendsto_atTop` are the two limits. The filter `𝓝[>] 0` means approaching 0 from above, and `𝓝[≠] (1 / 2)` means approaching 1/2 from both sides without reaching it, so the value that Lean assigns to a division by zero plays no part.
- `dynamicTerm_le` gives the bound 1/32 and the case of equality, and `nondynamic_lt_dynamic_iff` gives the crossover for \(0<n<1\).

The ratio, the bound and the crossover concern one spin-orbital, not the summed indices of a molecule. The step left to the physics is the identification of the numbers `n i` with the natural occupations of an electronic state: the code contains no wavefunction or density matrix. The words "dynamic" and "nondynamic" are likewise names for two formulas.

```lean
import Mathlib

open Filter Topology

namespace CorrelationIndices

noncomputable section

/-- The fluctuation `√(n(1-n))` of a spin-orbital with occupation `n` in `[0,1]`. -/
def fluct (n : ℝ) : ℝ := √(n * (1 - n))

/-- The contribution of one spin-orbital to the dynamic correlation index. -/
def dynamicTerm (n : ℝ) : ℝ := (fluct n - 2 * (n * (1 - n))) / 4

/-- The contribution of one spin-orbital to the nondynamic correlation index. -/
def nondynamicTerm (n : ℝ) : ℝ := n * (1 - n) / 2

/-- The dynamic correlation index of a finite family of spin-orbitals with occupations `n i`: the
sum of their dynamic terms. -/
def dynamicIndex {ι : Type*} [Fintype ι] (n : ι → ℝ) : ℝ := ∑ i, dynamicTerm (n i)

/-- For an occupation in `[0,1]`, the squared fluctuation is `n(1-n)`. -/
theorem fluct_sq {n : ℝ} (h0 : 0 ≤ n) (h1 : n ≤ 1) : fluct n ^ 2 = n * (1 - n) :=
  Real.sq_sqrt (mul_nonneg h0 (by linarith))

/-- For an occupation in `[0,1]` with fluctuation `s`, the dynamic term is `s(1-2s)/4`. -/
theorem dynamicTerm_eq {n : ℝ} (h0 : 0 ≤ n) (h1 : n ≤ 1) :
    dynamicTerm n = fluct n * (1 - 2 * fluct n) / 4 := by
  have hs := fluct_sq h0 h1
  unfold dynamicTerm
  linear_combination (1 / 2) * hs

/-- For an occupation in `[0,1]`, the dynamic term is nonnegative, and it vanishes exactly
when the occupation is 0, 1/2 or 1. -/
theorem dynamicTerm_nonneg_and_eq_zero_iff {n : ℝ} (h0 : 0 ≤ n) (h1 : n ≤ 1) :
    0 ≤ dynamicTerm n ∧ (dynamicTerm n = 0 ↔ n = 0 ∨ n = 1 / 2 ∨ n = 1) := by
  have hs := fluct_sq h0 h1
  have hf : 0 ≤ fluct n := Real.sqrt_nonneg _
  -- the fluctuation never exceeds its value at half occupation
  have hle : fluct n ≤ 1 / 2 :=
    Real.sqrt_le_iff.mpr ⟨by norm_num, by nlinarith [sq_nonneg (n - 1 / 2)]⟩
  refine ⟨?_, ?_, ?_⟩
  · rw [dynamicTerm_eq h0 h1]
    have := mul_nonneg hf (show 0 ≤ 1 - 2 * fluct n by linarith)
    linarith
  · intro h
    rw [dynamicTerm_eq h0 h1] at h
    have hp : fluct n * (1 - 2 * fluct n) = 0 := by linarith
    rcases mul_eq_zero.mp hp with hz | hz
    · rw [hz] at hs
      have hn : n * (1 - n) = 0 := by linarith
      rcases mul_eq_zero.mp hn with h | h
      · exact Or.inl h
      · exact Or.inr (Or.inr (by linarith))
    · have hhalf : fluct n = 1 / 2 := by linarith
      rw [hhalf] at hs
      have hsq : (n - 1 / 2) ^ 2 = 0 := by linear_combination hs
      have := pow_eq_zero_iff (two_ne_zero) |>.mp hsq
      exact Or.inr (Or.inl (by linarith))
  · rintro (h | h | h)
    · simp [h, dynamicTerm, fluct]
    · have hhalf : fluct (1 / 2) = 1 / 2 := by
        unfold fluct
        rw [show (1 / 2 : ℝ) * (1 - 1 / 2) = (1 / 2) ^ 2 by norm_num]
        exact Real.sqrt_sq (by norm_num)
      rw [h, dynamicTerm, hhalf]
      norm_num
    · simp [h, dynamicTerm, fluct]

/-- For spin-orbital occupations in `[0,1]`, the dynamic index is nonnegative, and it vanishes
exactly when every occupation is 0, 1/2 or 1. -/
theorem dynamicIndex_nonneg_and_eq_zero_iff {ι : Type*} [Fintype ι] (n : ι → ℝ)
    (hn : ∀ i, 0 ≤ n i ∧ n i ≤ 1) :
    0 ≤ dynamicIndex n ∧
      (dynamicIndex n = 0 ↔ ∀ i, n i = 0 ∨ n i = 1 / 2 ∨ n i = 1) := by
  have key := fun i => dynamicTerm_nonneg_and_eq_zero_iff (hn i).1 (hn i).2
  refine ⟨Finset.sum_nonneg fun i _ => (key i).1, ?_⟩
  -- a sum of nonnegative terms vanishes only term by term
  unfold dynamicIndex
  rw [Finset.sum_eq_zero_iff_of_nonneg fun i _ => (key i).1]
  exact ⟨fun h i => (key i).2.mp (h i (Finset.mem_univ i)),
    fun h i _ => (key i).2.mpr (h i)⟩

/-- For an occupation strictly between 0 and 1 and different from 1/2, with fluctuation `s`,
the dynamic term is positive and the nondynamic-to-dynamic ratio is `2s/(1-2s)`, where
`s < 1/2`. -/
theorem ratio_eq {n : ℝ} (h0 : 0 < n) (h1 : n < 1) (hn : n ≠ 1 / 2) :
    0 < dynamicTerm n ∧ fluct n < 1 / 2 ∧
      nondynamicTerm n / dynamicTerm n = 2 * fluct n / (1 - 2 * fluct n) := by
  have hs := fluct_sq h0.le h1.le
  have hf : 0 < fluct n := Real.sqrt_pos.mpr (mul_pos h0 (by linarith))
  have hsq : 0 < (n - 1 / 2) ^ 2 :=
    lt_of_le_of_ne (sq_nonneg _) (Ne.symm (pow_ne_zero 2 (sub_ne_zero.mpr hn)))
  have hlt : fluct n < 1 / 2 := by
    by_contra hc
    have hc' := not_lt.mp hc
    nlinarith
  have hd : 0 < 1 - 2 * fluct n := by linarith
  have hpos : 0 < dynamicTerm n := by
    rw [dynamicTerm_eq h0.le h1.le]
    positivity
  refine ⟨hpos, hlt, ?_⟩
  rw [div_eq_div_iff hpos.ne' hd.ne', dynamicTerm_eq h0.le h1.le, nondynamicTerm]
  linear_combination (-(1 - 2 * fluct n) / 2) * hs

/-- The fluctuation depends continuously on the occupation. -/
theorem continuous_fluct : Continuous fluct := by
  have h : Continuous fun n : ℝ => √(n * (1 - n)) := by fun_prop
  exact h

/-- As the occupation tends to zero from above, the ratio of the nondynamic to the dynamic
term tends to zero. -/
theorem ratio_tendsto_zero :
    Tendsto (fun n => nondynamicTerm n / dynamicTerm n) (𝓝[>] 0) (𝓝 0) := by
  have hf : Tendsto fluct (𝓝[>] 0) (𝓝 0) := by
    have h := continuous_fluct.tendsto 0
    rw [show fluct 0 = 0 by simp [fluct]] at h
    exact h.mono_left nhdsWithin_le_nhds
  have h := (hf.const_mul (2 : ℝ)).div ((hf.const_mul (2 : ℝ)).const_sub 1) (by norm_num)
  rw [show (2 * 0 / (1 - 2 * 0) : ℝ) = 0 by norm_num] at h
  refine h.congr' ?_
  filter_upwards [Ioo_mem_nhdsGT (show (0 : ℝ) < 1 / 2 by norm_num)] with n hn
  exact (ratio_eq hn.1 (by linarith [hn.2]) hn.2.ne).2.2.symm

/-- As the occupation tends to 1/2 without being equal to it, the ratio of the nondynamic to
the dynamic term grows without bound. -/
theorem ratio_tendsto_atTop :
    Tendsto (fun n => nondynamicTerm n / dynamicTerm n) (𝓝[≠] (1 / 2)) atTop := by
  have hhalf : fluct (1 / 2) = 1 / 2 := by
    unfold fluct
    rw [show (1 / 2 : ℝ) * (1 - 1 / 2) = (1 / 2) ^ 2 by norm_num]
    exact Real.sqrt_sq (by norm_num)
  have hf : Tendsto fluct (𝓝[≠] (1 / 2)) (𝓝 (1 / 2)) := by
    have h := continuous_fluct.tendsto (1 / 2)
    rw [hhalf] at h
    exact h.mono_left nhdsWithin_le_nhds
  have hev : ∀ᶠ n : ℝ in 𝓝[≠] (1 / 2), 0 < n ∧ n < 1 ∧ n ≠ 1 / 2 := by
    filter_upwards [self_mem_nhdsWithin, nhdsWithin_le_nhds (Ioo_mem_nhds
      (show (0 : ℝ) < 1 / 2 by norm_num) (show (1 / 2 : ℝ) < 1 by norm_num))] with n hn h
    exact ⟨h.1, h.2, hn⟩
  -- the denominator `1 - 2s` tends to zero through positive values
  have hden : Tendsto (fun n => 1 - 2 * fluct n) (𝓝[≠] (1 / 2)) (𝓝[>] 0) := by
    refine tendsto_nhdsWithin_iff.mpr ⟨?_, ?_⟩
    · have h := (hf.const_mul (2 : ℝ)).const_sub 1
      rw [show (1 - 2 * (1 / 2) : ℝ) = 0 by norm_num] at h
      exact h
    · filter_upwards [hev] with n hn
      have := (ratio_eq hn.1 hn.2.1 hn.2.2).2.1
      exact Set.mem_Ioi.mpr (by linarith)
  have h := Filter.Tendsto.pos_mul_atTop (show (0 : ℝ) < 2 * (1 / 2) by norm_num)
    (hf.const_mul (2 : ℝ)) (tendsto_inv_nhdsGT_zero.comp hden)
  refine h.congr' ?_
  filter_upwards [hev] with n hn
  exact ((ratio_eq hn.1 hn.2.1 hn.2.2).2.2.trans (div_eq_mul_inv _ _)).symm

/-- For an occupation in `[0,1]`, the dynamic term is at most 1/32, with equality exactly when
`n(1-n) = 1/16`. -/
theorem dynamicTerm_le {n : ℝ} (h0 : 0 ≤ n) (h1 : n ≤ 1) :
    dynamicTerm n ≤ 1 / 32 ∧ (dynamicTerm n = 1 / 32 ↔ n * (1 - n) = 1 / 16) := by
  have hf : 0 ≤ fluct n := Real.sqrt_nonneg _
  rw [dynamicTerm_eq h0 h1, ← fluct_sq h0 h1]
  refine ⟨by nlinarith [sq_nonneg (fluct n - 1 / 4)], fun h => ?_, fun h => ?_⟩
  · have hsq : (fluct n - 1 / 4) ^ 2 = 0 := by linear_combination (-2) * h
    have hz := pow_eq_zero_iff (two_ne_zero) |>.mp hsq
    rw [show fluct n = 1 / 4 by linarith]
    norm_num
  · have hp : (fluct n - 1 / 4) * (fluct n + 1 / 4) = 0 := by linear_combination h
    have hq : fluct n = 1 / 4 := by
      rcases mul_eq_zero.mp hp with hz | hz <;> linarith
    rw [hq]
    norm_num

/-- For an occupation strictly between 0 and 1, the nondynamic term is smaller than the dynamic
term exactly when `n(1-n) < 1/16`. -/
theorem nondynamic_lt_dynamic_iff {n : ℝ} (h0 : 0 < n) (h1 : n < 1) :
    nondynamicTerm n < dynamicTerm n ↔ n * (1 - n) < 1 / 16 := by
  have hf : 0 < fluct n := Real.sqrt_pos.mpr (mul_pos h0 (by linarith))
  rw [dynamicTerm_eq h0.le h1.le, nondynamicTerm, ← fluct_sq h0.le h1.le]
  -- both sides say that the fluctuation is below 1/4
  constructor
  · intro h
    have hlt : fluct n < 1 / 4 := by
      by_contra hc
      nlinarith [mul_nonneg hf.le (sub_nonneg.mpr (not_lt.mp hc))]
    nlinarith
  · intro h
    have hlt : fluct n < 1 / 4 := by
      by_contra hc
      have hc' := not_lt.mp hc
      nlinarith
    nlinarith [mul_pos hf (sub_pos.mpr hlt)]

end

end CorrelationIndices
```

```lean
#print axioms CorrelationIndices.dynamicIndex_nonneg_and_eq_zero_iff
#print axioms CorrelationIndices.ratio_tendsto_zero
#print axioms CorrelationIndices.dynamicTerm_le
#print axioms CorrelationIndices.nondynamic_lt_dynamic_iff
```

```
'CorrelationIndices.dynamicIndex_nonneg_and_eq_zero_iff' depends on axioms: [propext, Classical.choice, Quot.sound]
'CorrelationIndices.ratio_tendsto_zero' depends on axioms: [propext, Classical.choice, Quot.sound]
'CorrelationIndices.dynamicTerm_le' depends on axioms: [propext, Classical.choice, Quot.sound]
'CorrelationIndices.nondynamic_lt_dynamic_iff' depends on axioms: [propext, Classical.choice, Quot.sound]
```

### From the algebra of \(s\) to the Lean proofs

`fluct_sq` states \(s^2=n(1-n)\) on \([0,1]\), and `dynamicTerm_eq` uses it to obtain the factored form \(s(1-2s)/4\). Nearly everything after that is algebra in \(s\).

In `dynamicTerm_nonneg_and_eq_zero_iff`, the step `hle` is the bound \(s\le\tfrac12\), obtained from the square \((n-\tfrac12)^2\). Nonnegativity is then a product of nonnegative factors. For the zeros, `mul_eq_zero` splits the product into the cases \(s=0\) and \(1-2s=0\). The first leads to \(n(1-n)=0\), which is split again, and the second to \((n-\tfrac12)^2=0\). The converse evaluates the term at the three occupations. The theorem for the index applies this to each spin-orbital, and `Finset.sum_eq_zero_iff_of_nonneg` supplies the fact that a vanishing sum of nonnegative terms vanishes term by term.

`ratio_eq` first shows that \(s>0\) and, by contradiction, that \(s<\tfrac12\). The dynamic term is then positive, and the formula for the ratio follows by cross-multiplication.

Both limits start from `continuous_fluct`. Near 0, the proof takes the limit of \(2s/(1-2s)\) and carries it over to the original ratio with `congr'`, because the two functions agree for \(0<n<\tfrac12\). Near 1/2, `hden` shows that \(1-2s\) tends to zero through positive values. Its inverse therefore tends to infinity, and multiplying by \(2s\), which tends to 1, preserves the divergence.

The last two theorems compare \(s\) with \(\tfrac14\). In `dynamicTerm_le`, the square \((s-\tfrac14)^2\) gives the bound, and its vanishing gives one direction of the equality case; the other factors \(s^2-\tfrac1{16}\) and discards the negative root. In `nondynamic_lt_dynamic_iff`, each direction first derives \(s<\tfrac14\) by contradiction and then concludes with `nlinarith`, which handles the remaining quadratic inequality.
